# High direct powers contain species in proportion to their dimensions when only the identity has a character of full modulus

Take an atom on the mirror plane of a molecule with symmetry $C_s$. Its three Cartesian displacements span a representation with character $3$ at the identity $E$ and $1$ at the reflection $\sigma$, because two displacements lie in the plane and one is reversed. The $k$-th direct power has characters $3^k$ and $1$, so the reduction formula gives

$$
m_{A'}(k)=\frac{3^k+1}{2},\qquad m_{A''}(k)=\frac{3^k-1}{2}.
$$

For $k=1$ these are $2$ and $1$. For $k=4$ they are $41$ and $40$. Divided by $3^k$, both tend to $1/2$. The identity contributes $3^k$ to each sum, the reflection contributes only $\pm1$, and the identity sees nothing of a species except its dimension.

The same happens for any finite group $G$ and any function $\chi:G\to\mathbb C$ with $\chi(1)=n>0$ and $|\chi(g)|<n$ for all $g\neq1$, where $1$ now denotes the identity operation. For every $f:G\to\mathbb C$,

$$
\lim_{k\to\infty}\frac{1}{n^k}\sum_{g\in G}\chi(g)^k f(g)=f(1).
$$

## A finite group and one row of characters

Physically, $G$ is a point group of finite order $h=|G|$, and $\chi$ is the character of the representation whose direct powers are taken. The character of a direct product is the product of the characters, so the $k$-th power is represented by $g\mapsto\chi(g)^k$. This is the full direct power, with no symmetrisation. The overtones of a degenerate vibration need symmetrised powers, which have different characters.

In Lean, `G` is a type with a group structure and finitely many elements, and `χ : G → ℂ` is an arbitrary function. No matrices appear, and $\chi$ need not be constant on conjugacy classes. The results therefore apply to characters without using what makes them characters.

```lean
import Mathlib

open Filter Topology
open scoped ComplexConjugate

namespace HighDirectPowers

noncomputable section

variable {G : Type*} [Group G] [Fintype G]
```

The number of times a species $\psi$ occurs in a representation is given by the reduction formula, here with the complex conjugate on the species:

$$
\mathrm{content}(\chi,\psi)=\frac1h\sum_{g\in G}\chi(g)\,\overline{\psi(g)}.
$$

```lean
/-- The reduction formula: the group average of `χ` times the complex conjugate of `ψ`. -/
def content (χ ψ : G → ℂ) : ℂ :=
  (∑ g, χ g * conj (ψ g)) / (Fintype.card G : ℂ)
```

The definition is only this average. Reading it as a multiplicity requires $\chi$ to be a character and $\psi$ an irreducible one.

Finiteness enters the derivation twice: the average divides by $h$, and a sum of finitely many vanishing terms vanishes. For a continuous group such as $C_{\infty v}$ the sum becomes an integral in which the identity alone has no weight, and its contribution can't be split off in this way.

## The identity carries the dimension $n$

The conditions `hn : 0 < n` and `h1 : χ 1 = n` say that the represented space has a positive dimension and that the identity has this dimension as its trace. Lean takes `n` to be a real number, which includes the integers that occur for representations.

By hand, these conditions isolate the identity term:

$$
\frac1{n^k}\sum_{g}\chi(g)^kf(g)
=\frac{n^k f(1)}{n^k}+\sum_{g\ne1}\frac{\chi(g)^k}{n^k}f(g)
=f(1)+\sum_{g\neq1}\left(\frac{\chi(g)}{n}\right)^{k}f(g).
$$

This is an exact identity for every $k\ge0$.

```lean
/-- The scaled sum over the group is the value of `f` at the identity plus the contributions
of the other operations, each weighted by a power of `χ g / n`. -/
theorem power_sum_split [DecidableEq G] {χ : G → ℂ} {n : ℝ} (hn : 0 < n) (h1 : χ 1 = n)
    (f : G → ℂ) (k : ℕ) :
    (∑ g, χ g ^ k * f g) / (n : ℂ) ^ k
      = f 1 + ∑ g ∈ Finset.univ.erase (1 : G), (χ g / n) ^ k * f g := by
  have hn' : (n : ℂ) ≠ 0 := by exact_mod_cast hn.ne'
  have hs := (Finset.add_sum_erase Finset.univ (fun g => χ g ^ k * f g)
    (Finset.mem_univ (1 : G))).symm
  rw [hs, add_div, Finset.sum_div]
  simp only [h1]
  congr 1
  · exact mul_div_cancel_left₀ _ (pow_ne_zero k hn')
  · exact Finset.sum_congr rfl (fun g _ => by rw [div_pow]; ring)
```

In the proof, `Finset.add_sum_erase` separates the identity from the other operations. After `h1` has replaced `χ 1` by `n`, `congr 1` leaves two equations: one cancels $n^k$, which is allowed because $n\neq0$, and the other rewrites each remaining quotient of powers as a power of a quotient.

If $\chi(1)$ were some other number $c$, the first term would be $(c/n)^kf(1)$. With the other characters still below $n$ in modulus, the scaled sum would then tend to zero for $|c|<n$ and, whenever $f(1)\neq0$, grow without bound for $|c|>n$. Dividing by the dimension is what gives a finite limit that keeps $f(1)$.

## Every other operation has a character below $n$ in modulus

In a unitary representation of dimension $n$, the matrix of $g$ has $n$ eigenvalues of modulus one, and $\chi(g)$ is their sum. Hence $|\chi(g)|\le n$, with equality exactly when all the eigenvalues coincide, that is, when $g$ multiplies the whole space by one phase. The strict inequality says that no operation except the identity does this. It is stronger than faithfulness: an operation acting as $-1$ differs from the identity but has a character of modulus $n$.

Suppose first that there is a uniform bound $|\chi(g)|\le rn$ for $g\neq1$. The triangle inequality applied to the split sum gives

$$
\left|\frac1{n^k}\sum_g\chi(g)^kf(g)-f(1)\right|
\le\sum_{g\ne1}\left|\frac{\chi(g)}n\right|^k|f(g)|
\le r^k\sum_{g\neq1}|f(g)|.
$$

```lean
/-- If every operation other than the identity has a character of modulus at most `r * n`,
the scaled sum differs from `f 1` by at most `r ^ k` times a constant. -/
theorem power_sum_error [DecidableEq G] {χ : G → ℂ} {n r : ℝ} (hn : 0 < n) (h1 : χ 1 = n)
    (hr : ∀ g, g ≠ 1 → ‖χ g‖ ≤ r * n) (f : G → ℂ) (k : ℕ) :
    ‖(∑ g, χ g ^ k * f g) / (n : ℂ) ^ k - f 1‖
      ≤ r ^ k * ∑ g ∈ Finset.univ.erase (1 : G), ‖f g‖ := by
  rw [power_sum_split hn h1, add_sub_cancel_left, Finset.mul_sum]
  refine (norm_sum_le _ _).trans (Finset.sum_le_sum fun g hg => ?_)
  have hle : ‖χ g / (n : ℂ)‖ ≤ r := by
    rw [norm_div, Complex.norm_real, Real.norm_of_nonneg hn.le, div_le_iff₀ hn]
    exact hr g (Finset.ne_of_mem_erase hg)
  rw [norm_mul, norm_pow]
  exact mul_le_mul_of_nonneg_right (pow_le_pow_left₀ (norm_nonneg _) hle k) (norm_nonneg _)
```

The proof follows the same two inequalities: `norm_sum_le` is the triangle inequality, and `pow_le_pow_left₀` raises $|\chi(g)/n|\le r$ to the $k$-th power. The theorem doesn't require $r<1$. When $0\le r<1$, the bound tends to zero and so shows convergence. In the $C_s$ example $r=1/3$.

The limit itself needs no common $r$. For each $g\neq1$ the number $\chi(g)/n$ has modulus below one, so its powers tend to zero, and so does their product with the fixed number $f(g)$. Adding finitely many such terms leaves $f(1)$.

```lean
/-- If only the identity has a character of modulus `n` or more, the scaled sum of `χ ^ k`
against any function `f` tends to `f 1`. -/
theorem power_sum_tendsto {χ : G → ℂ} {n : ℝ} (hn : 0 < n) (h1 : χ 1 = n)
    (hχ : ∀ g, g ≠ 1 → ‖χ g‖ < n) (f : G → ℂ) :
    Tendsto (fun k : ℕ => (∑ g, χ g ^ k * f g) / (n : ℂ) ^ k) atTop (𝓝 (f 1)) := by
  classical
  refine Tendsto.congr (fun k => (power_sum_split hn h1 f k).symm) ?_
  -- every operation except the identity is damped geometrically
  have hs : Tendsto (fun k : ℕ => ∑ g ∈ Finset.univ.erase (1 : G), (χ g / n) ^ k * f g)
      atTop (𝓝 (∑ g ∈ Finset.univ.erase (1 : G), (0 : ℂ))) := by
    refine tendsto_finsetSum _ (fun g hg => ?_)
    have hlt : ‖χ g / (n : ℂ)‖ < 1 := by
      rw [norm_div, Complex.norm_real, Real.norm_of_nonneg hn.le, div_lt_one hn]
      exact hχ g (Finset.ne_of_mem_erase hg)
    have h := (tendsto_pow_atTop_nhds_zero_of_norm_lt_one hlt).mul_const (f g)
    rw [zero_mul] at h
    exact h
  have h := hs.const_add (f 1)
  rw [Finset.sum_const_zero, add_zero] at h
  exact h
```

Here `hlt` is the inequality $|\chi(g)/n|<1$, `tendsto_pow_atTop_nhds_zero_of_norm_lt_one` turns it into the decay of the powers, and `tendsto_finsetSum` adds the limits. The notation `Tendsto … atTop (𝓝 (f 1))` is the ordinary limit $k\to\infty$.

Without the strict inequality the limit can fail. For the group $C_i$, consisting of the identity and the inversion $i$, the Cartesian vector has $\chi(i)=-3$. The content of $A_g$ in the $k$-th power, divided by $3^k$, is $(1+(-1)^k)/2$. It alternates between $1$ and $0$, because even powers are purely gerade and odd powers purely ungerade.

In general, suppose that $|\chi(g)|\ge n$ for some $g\neq1$, and choose $f$ to be one at $g$ and zero elsewhere. The scaled sum is then $(\chi(g)/n)^k$, which has modulus at least one for every $k$. It can't tend to $f(1)=0$. The inequality is thus necessary as well as sufficient if the limit is to hold for every $f$.

```lean
/-- The scaled sums tend to `f 1` for every function `f` exactly when all operations other than
the identity have characters of modulus below `n`. -/
theorem power_sum_tendsto_iff {χ : G → ℂ} {n : ℝ} (hn : 0 < n) (h1 : χ 1 = n) :
    (∀ f : G → ℂ,
      Tendsto (fun k : ℕ => (∑ g, χ g ^ k * f g) / (n : ℂ) ^ k) atTop (𝓝 (f 1)))
      ↔ ∀ g, g ≠ 1 → ‖χ g‖ < n := by
  classical
  refine ⟨fun H g hg => ?_, fun hχ f => power_sum_tendsto hn h1 hχ f⟩
  by_contra hcon
  have hle : n ≤ ‖χ g‖ := not_lt.mp hcon
  -- test with the function that is one at `g` and zero elsewhere
  have h := (H (fun x => if x = g then 1 else 0)).norm
  have h2 : (1 : ℝ) ≤ ‖(if (1 : G) = g then (1 : ℂ) else 0)‖ := by
    refine ge_of_tendsto' h (fun k => ?_)
    have e : (∑ x, χ x ^ k * (if x = g then (1 : ℂ) else 0)) = χ g ^ k := by simp
    have key : 1 ≤ ‖(∑ x, χ x ^ k * (if x = g then (1 : ℂ) else 0)) / (n : ℂ) ^ k‖ := by
      rw [e, norm_div, norm_pow, norm_pow, Complex.norm_real, Real.norm_of_nonneg hn.le,
        one_le_div (pow_pos hn k)]
      exact pow_le_pow_left₀ hn.le hle k
    exact key
  rw [if_neg (Ne.symm hg)] at h2
  norm_num at h2
```

The contradiction in Lean has the same form. The hypothesis `H` is applied to the test function, `key` gives the lower bound of one for each $k$, and `ge_of_tendsto'` carries this bound over to the limit. Since the limit is zero, the result is $1\le0$.

## The test function becomes a species

Nothing is required of $f$, so it may be the conjugate of a species, $f(g)=\overline{\psi(g)}$. Dividing the limit by the group order gives

$$
\frac{\mathrm{content}(\chi^k,\psi)}{n^k}\longrightarrow\frac{\overline{\psi(1)}}{h}.
$$

For a species of dimension $d$ the right-hand side is $d/h$, and the multiplicity grows as $d\,n^k/h$.

```lean
/-- The content of `ψ` in the `k`-th direct power, divided by `n ^ k`, tends to the conjugate of
`ψ 1` divided by the order of the group. -/
theorem content_tendsto {χ : G → ℂ} {n : ℝ} (hn : 0 < n) (h1 : χ 1 = n)
    (hχ : ∀ g, g ≠ 1 → ‖χ g‖ < n) (ψ : G → ℂ) :
    Tendsto (fun k : ℕ => content (fun g => χ g ^ k) ψ / (n : ℂ) ^ k) atTop
      (𝓝 (conj (ψ 1) / (Fintype.card G : ℂ))) := by
  have h := (power_sum_tendsto hn h1 hχ (fun g => conj (ψ g))).div_const (Fintype.card G : ℂ)
  refine h.congr (fun k => ?_)
  unfold content
  exact div_right_comm _ _ _
```

The proof applies the previous limit to this $f$, divides by the constant $h$ with `div_const`, and exchanges the order of the two divisions.

For a quantum-mechanical product basis of $k$ factors, each transforming in the same way under a finite point group and with no exchange symmetry imposed, this gives the asymptotic sizes of the symmetry blocks of an operator that commutes with the group, provided the representation spanned by one factor meets the strict inequality. If one row of each degenerate species is kept, its block has about $d\,n^k/h$ functions, so blocking shortens the side of the matrix by a factor of about $h/d$.

## The species in the denominator has nonzero dimension

To compare two species $\psi$ and $\varphi$, let $\psi(1)=a$ and $\varphi(1)=b$, with $a$ and $b$ natural numbers and $b\neq0$. Physically, these are the degeneracies of the species. Dividing one limit by the other gives

$$
\frac{\mathrm{content}(\chi^k,\psi)}{\mathrm{content}(\chi^k,\varphi)}
=\frac{\mathrm{content}(\chi^k,\psi)/n^k}{\mathrm{content}(\chi^k,\varphi)/n^k}
\longrightarrow\frac{a/h}{b/h}=\frac ab .
$$

```lean
/-- In high direct powers the contents of two species of dimensions `a` and `b` stand in the
limiting ratio `a / b`. -/
theorem content_ratio_tendsto {χ : G → ℂ} {n : ℝ} (hn : 0 < n) (h1 : χ 1 = n)
    (hχ : ∀ g, g ≠ 1 → ‖χ g‖ < n) {ψ φ : G → ℂ} {a b : ℕ}
    (hψ : ψ 1 = a) (hφ : φ 1 = b) (hb : b ≠ 0) :
    Tendsto (fun k : ℕ => content (fun g => χ g ^ k) ψ / content (fun g => χ g ^ k) φ) atTop
      (𝓝 ((a : ℂ) / b)) := by
  have hn' : (n : ℂ) ≠ 0 := by exact_mod_cast hn.ne'
  have hc : (Fintype.card G : ℂ) ≠ 0 := Nat.cast_ne_zero.mpr Fintype.card_ne_zero
  have hb' : (b : ℂ) ≠ 0 := Nat.cast_ne_zero.mpr hb
  have A := content_tendsto hn h1 hχ ψ
  have B := content_tendsto hn h1 hχ φ
  rw [hψ, map_natCast] at A
  rw [hφ, map_natCast] at B
  -- the common factors `n ^ k` and the group order cancel in the ratio
  have C := A.div B (div_ne_zero hb' hc)
  rw [div_div_div_cancel_right₀ hc] at C
  exact C.congr (fun k => div_div_div_cancel_right₀ (pow_ne_zero k hn') _ _)
```

The condition `hb : b ≠ 0` is used where `A.div B` divides the limits, since the limit in the denominator is $b/h$. The two applications of `div_div_div_cancel_right₀` remove first $h$ and then $n^k$. Every actual species satisfies the condition. A difference of two species of equal dimension does not, and for such a function the leading term vanishes and the ratio depends on the smaller characters.

The species in the denominator may be absent from low powers, in which case Lean gives the quotient the value zero. This can affect only finitely many $k$, because the scaled denominator has a nonzero limit.

## Species E of $C_{3v}$ meets the conditions

The six operations of $C_{3v}$ permute three equivalent atoms, such as the hydrogen atoms of ammonia, in all six possible ways. The character of this permutation representation is the number of atoms left in place. The representation contains $A_1$ once and $E$ once, so subtracting one gives the character of $E$: $2$ at the identity, $-1$ at the two rotations and $0$ at the three reflections.

```lean
/-- The character of species E of C3v, with the group acting as the permutations of three
equivalent atoms: the number of atoms left in place, minus one. -/
def charE (g : Equiv.Perm (Fin 3)) : ℂ :=
  ((Finset.univ.filter (fun i => g i = i)).card : ℂ) - 1
```

The group is therefore `Equiv.Perm (Fin 3)`, the permutations of three labels. The values above show that $n=2$ and that all other moduli are at most one.

```lean
set_option maxRecDepth 10000 in
/-- The character of species E of C3v is 2 at the identity and has modulus below 2 at every
other operation. -/
theorem charE_witness :
    charE 1 = ((2 : ℝ) : ℂ) ∧ ∀ g, g ≠ 1 → ‖charE g‖ < 2 := by
  constructor
  · have h : (Finset.univ.filter
        (fun i : Fin 3 => (1 : Equiv.Perm (Fin 3)) i = i)).card = 3 := by decide
    unfold charE
    rw [h]
    norm_num
  · intro g hg
    have h : ∀ g : Equiv.Perm (Fin 3), g ≠ 1 →
        (Finset.univ.filter (fun i => g i = i)).card = 0 ∨
        (Finset.univ.filter (fun i => g i = i)).card = 1 := by decide
    unfold charE
    rcases h g hg with h0 | h0 <;> rw [h0] <;> norm_num
```

For the second part, `decide` runs through the permutations and finds that each one other than the identity leaves zero atoms or one atom in place. The two cases give the characters $-1$ and $0$.

The reduction formula can be evaluated in full by hand:

$$
\mathrm{content}(\chi_E^k,\chi_E)=\frac{2\cdot2^k+2\,(-1)^k(-1)+0}{6}=\frac{2^k-(-1)^k}{3}.
$$

For $k=1,2,3$ this gives $1,1,3$. Divided by $2^k$ it tends to $1/3$, which is the dimension $2$ over the order $6$. The deviation has modulus $2^{-k}/3$, exactly the error bound with $r=1/2$ after division by $h=6$.

```lean
/-- For C3v, the content of species E in the `k`-th direct power of E, divided by `2 ^ k`,
tends to one third. -/
theorem charE_content_tendsto :
    Tendsto (fun k : ℕ => content (fun g => charE g ^ k) charE / (2 : ℂ) ^ k) atTop
      (𝓝 (1 / 3)) := by
  have h := content_tendsto two_pos charE_witness.1 charE_witness.2 charE
  have e : conj (charE 1) / (Fintype.card (Equiv.Perm (Fin 3)) : ℂ) = 1 / 3 := by
    rw [charE_witness.1, Complex.conj_ofReal, Fintype.card_perm, Fintype.card_fin]
    norm_num [Nat.factorial]
  rw [e] at h
  exact h.congr (fun k => by rw [Complex.ofReal_ofNat])

end

end HighDirectPowers
```

The proof inserts the two parts of `charE_witness` into `content_tendsto` and evaluates $2/3!$ as $1/3$.

```lean
#print axioms HighDirectPowers.power_sum_tendsto
-- 'HighDirectPowers.power_sum_tendsto' depends on axioms: [propext, Classical.choice, Quot.sound]
#print axioms HighDirectPowers.power_sum_tendsto_iff
-- 'HighDirectPowers.power_sum_tendsto_iff' depends on axioms: [propext, Classical.choice, Quot.sound]
#print axioms HighDirectPowers.content_ratio_tendsto
-- 'HighDirectPowers.content_ratio_tendsto' depends on axioms: [propext, Classical.choice, Quot.sound]
#print axioms HighDirectPowers.charE_content_tendsto
-- 'HighDirectPowers.charE_content_tendsto' depends on axioms: [propext, Classical.choice, Quot.sound]
```

## Reducing a high power in a program

A program that reduces a direct power can store one character per conjugacy class $C$ and evaluate

$$
\frac1h\sum_C |C|\,\chi(C)^k\,\overline{\psi(C)} .
$$

Under the strict inequality, the term $n^k$ dominates for large $k$. In double precision the smaller terms can then be lost to rounding, and the result need not be the exact integer. If the multiplicity itself is wanted and the characters are integers, integer arithmetic of sufficient length keeps it exact, with the division by $h$ left to the end. If only proportions are wanted, each character can be divided by $n$ before the power is taken. The identity then contributes $\psi(1)/h$ at every $k$, no number overflows, and the other classes show directly how far the power is from the limiting proportions.
